# The dipolar doublet of two spins 1/2 and the Pake horn at $\theta=\pi/2$

Take two levels with energies $E_1,E_2$ (with $\hbar=1$) and an observable $F$ whose only elements are a real number $f$ linking them. With $H=\mathrm{diag}(E_1,E_2)$,
$$\mathrm{tr}\,(F e^{-iHt}Fe^{iHt}) = f^2\left(e^{i(E_1-E_2)t}+e^{-i(E_1-E_2)t}\right)=2f^2\cos\big((E_1-E_2)t\big).$$
For an isolated pair of like spins 1/2 on resonance, coupled by the secular dipolar Hamiltonian, and with $F$ the total transverse spin $F_x=I_x+S_x$, this situation occurs twice, with the same gap and $f^2=1/2$ each time, so the trace is a single cosine of amplitude 2. In an isotropic powder the orientation dependence of the gap then fixes where intensity accumulates.

## The model

```lean
import Mathlib

open Matrix
open scoped Kronecker

namespace PakeDoublet

noncomputable section

/-- Operators on two spins 1/2 in the product basis αα, αβ, βα, ββ. -/
abbrev Op := Matrix (Fin 2 × Fin 2) (Fin 2 × Fin 2) ℂ

/-- Four entries listed in the order αα, αβ, βα, ββ. -/
def ket {α : Type} (a b c e : α) (p : Fin 2 × Fin 2) : α := ![![a, b], ![c, e]] p.1 p.2
```

An operator is a complex matrix whose rows and columns carry a pair $(i,j)$ with $i,j\in\{0,1\}$. The first index belongs to spin $I$, the second to spin $S$, and 0 means $\alpha$ (spin up), 1 means $\beta$. The helper `ket` turns four entries into a function of such a pair, in the order $\alpha\alpha,\alpha\beta,\beta\alpha,\beta\beta$; a `ket` of four `ket`s lists the rows of a matrix.

```lean
/-- The spin-1/2 matrices for the x, y and z components. -/
def spin : Fin 3 → Matrix (Fin 2) (Fin 2) ℂ :=
  ![!![0, 1 / 2; 1 / 2, 0], !![0, -Complex.I / 2; Complex.I / 2, 0], !![1 / 2, 0; 0, -1 / 2]]

/-- Components of the first spin, I. -/
def spinI (a : Fin 3) : Op := spin a ⊗ₖ (1 : Matrix (Fin 2) (Fin 2) ℂ)

/-- Components of the second spin, S. -/
def spinS (a : Fin 3) : Op := (1 : Matrix (Fin 2) (Fin 2) ℂ) ⊗ₖ spin a
```

The index $a=0,1,2$ stands for $x,y,z$, and `spin a` is $s_a=\sigma_a/2$ with $\sigma_a$ the Pauli matrices. The symbol `⊗ₖ` is the Kronecker product, so $I_a=s_a\otimes 1$ and $S_a=1\otimes s_a$.

```lean
/-- The secular dipolar Hamiltonian d (3 Iz Sz - I·S). -/
def H (d : ℝ) : Op := (d : ℂ) • ((3 : ℂ) • (spinI 2 * spinS 2) - ∑ a, spinI a * spinS a)

/-- The total transverse spin Fx = Ix + Sx. -/
def Fx : Op := spinI 0 + spinS 0

/-- The signal tr(Fx exp(-iHt) Fx exp(iHt)). -/
def signal (d t : ℝ) : ℂ :=
  trace (Fx * NormedSpace.exp ((-(Complex.I * (t : ℂ))) • H d) * Fx *
    NormedSpace.exp ((Complex.I * (t : ℂ)) • H d))
```

These read $H=d\,(3I_zS_z-\sum_a I_aS_a)$ with a real coupling $d$ in angular frequency units, $F_x=I_x+S_x$, and
$$s(t)=\mathrm{tr}\,(F_x\,e^{-iHt}F_x\,e^{iHt}),$$
where `NormedSpace.exp` is the matrix exponential. Up to a constant factor, this is the expectation value of $F_x$ at time $t$ when the initial density operator is a multiple of the identity plus a small multiple of $F_x$. The identity part contributes nothing because $F_x$ is traceless. Physically, the secular form of $H$ results from truncating the full dipolar coupling in a high field; here it is taken as the definition, and the truncation is not derived. There is no offset, no shift difference, no relaxation and no third spin: the model is an isolated pair of like spins on resonance.

```lean
/-- The operator equal to a on αα and ββ, with diagonal u and off-diagonal v on αβ, βα. -/
def flipFlop (a u v : ℂ) : Op :=
  Matrix.of (ket (ket a 0 0 0) (ket 0 u v 0) (ket 0 v u 0) (ket 0 0 0 a))

/-- The matrix whose columns are αα, αβ + βα, αβ - βα and ββ. -/
def V : Op :=
  Matrix.of fun p q => ket (ket 1 0 0 0) (ket 0 1 1 0) (ket 0 1 (-1) 0) (ket 0 0 0 1) q p

/-- The matrix whose rows are αα, (αβ + βα)/2, (αβ - βα)/2 and ββ. -/
def W : Op :=
  Matrix.of (ket (ket 1 0 0 0) (ket 0 (1 / 2) (1 / 2) 0) (ket 0 (1 / 2) (-1 / 2) 0) (ket 0 0 0 1))
```

`flipFlop a u v` is the matrix with $a$ on $\alpha\alpha$ and $\beta\beta$ and the block $\begin{pmatrix}u&v\\ v&u\end{pmatrix}$ on $\alpha\beta,\beta\alpha$. In `V` the swapped arguments `q p` make the listed kets columns: $\alpha\alpha$, $\alpha\beta+\beta\alpha$, $\alpha\beta-\beta\alpha$, $\beta\beta$. The two middle ones have norm $\sqrt2$; normalised, they are the triplet state $T_0=(\alpha\beta+\beta\alpha)/\sqrt2$ and the singlet $S_0=(\alpha\beta-\beta\alpha)/\sqrt2$ (a state, not the operator $S_a$ with $a=0$). Placing the whole factor $1/2$ in `W` keeps square roots out of the algebra.

```lean
/-- The dipolar coupling b (3x² - 1)/2 as a function of x = cos θ. -/
def dipolar (b x : ℝ) : ℝ := b * (3 * x ^ 2 - 1) / 2

/-- The splitting 3d at polar angle θ. -/
def splitting (b θ : ℝ) : ℝ := 3 * dipolar b (Real.cos θ)
```

For polar angle $\theta$ between the internuclear vector and the field, and $x=\cos\theta$, the coupling is $d=b\,(3x^2-1)/2$, and the signed splitting is $\Delta(\theta)=3d$. For two point magnetic dipoles with gyromagnetic ratio $\gamma$ at distance $R$, $b=-\mu_0\gamma^2\hbar/(4\pi R^3)$ in SI units, which is negative; the theorems leave $b$ a free real constant.

## Levels and propagator

```lean
/-- V diag(a, b, c, a) W written out in the product basis. -/
theorem spectral (a b c : ℂ) :
    V * diagonal (ket a b c a) * W = flipFlop a ((b + c) / 2) ((b - c) / 2) := by
  ext ⟨i, j⟩ ⟨k, l⟩
  rw [Matrix.mul_apply]
  simp only [Matrix.mul_diagonal, Fintype.sum_prod_type, Fin.sum_univ_two]
  fin_cases i <;> fin_cases j <;> fin_cases k <;> fin_cases l <;>
    simp [V, W, flipFlop, ket] <;> ring
```

For arbitrary complex $a,b,c$ (this $b$ is not the coupling constant), only the middle block needs work:
$$\begin{pmatrix}1&1\\1&-1\end{pmatrix}\begin{pmatrix}b&0\\0&c\end{pmatrix}\frac12\begin{pmatrix}1&1\\1&-1\end{pmatrix}=\frac12\begin{pmatrix}b+c&b-c\\ b-c&b+c\end{pmatrix}.$$
Lean compares entries: `ext` picks a row and a column, the four `fin_cases` run through all sixteen choices, and `simp` and `ring` do the arithmetic.

```lean
/-- In the product basis H is d/2 on αα and ββ and has all entries -d/2 on αβ, βα. -/
theorem H_matrix (d : ℝ) : H d = flipFlop (d / 2) (-d / 2) (-d / 2) := by
  have h : ∀ a, spinI a * spinS a = spin a ⊗ₖ spin a := by
    intro a
    rw [spinI, spinS, ← mul_kronecker_mul, Matrix.mul_one, Matrix.one_mul]
  have hK : (3 : ℂ) • (spinI 2 * spinS 2) - ∑ a, spinI a * spinS a
      = flipFlop (1 / 2) (-1 / 2) (-1 / 2) := by
    simp only [h, Fin.sum_univ_three]
    ext ⟨i, j⟩ ⟨k, l⟩
    fin_cases i <;> fin_cases j <;> fin_cases k <;> fin_cases l <;>
      simp [spin, flipFlop, ket] <;> norm_num [Complex.ext_iff]
  rw [H, hK]
  ext ⟨i, j⟩ ⟨k, l⟩
  fin_cases i <;> fin_cases j <;> fin_cases k <;> fin_cases l <;>
    simp [flipFlop, ket] <;> ring
```

By hand, $3I_zS_z-I\cdot S=2I_zS_z-(I_xS_x+I_yS_y)$. The first term gives $+\tfrac12$ on parallel and $-\tfrac12$ on antiparallel spins. The second is $-\tfrac12(I_+S_-+I_-S_+)$ with $I_\pm=I_x\pm iI_y$ and $S_\pm$ likewise; it vanishes on $\alpha\alpha$ and $\beta\beta$ and exchanges $\alpha\beta$ and $\beta\alpha$ with element $-\tfrac12$. Multiplying by $d$ gives $d/2$ on the corners and $-d/2$ throughout the block. In the proof `h` is the rule $I_aS_a=s_a\otimes s_a$, and `hK` is the matrix before multiplication by $d$.

```lean
/-- W inverts V, and V diagonalises H with eigenvalues d/2, -d, 0, d/2 on its four columns. -/
theorem H_diagonal (d : ℝ) :
    V * W = 1 ∧ H d = V * diagonal (ket ((d : ℂ) / 2) (-d) 0 (d / 2)) * W := by
  constructor
  · ext ⟨i, j⟩ ⟨k, l⟩
    rw [Matrix.mul_apply]
    simp only [Fintype.sum_prod_type, Fin.sum_univ_two]
    fin_cases i <;> fin_cases j <;> fin_cases k <;> fin_cases l <;>
      simp [V, W, ket] <;> norm_num
  · rw [spectral, H_matrix, add_zero, sub_zero]
```

The block $-\tfrac d2\begin{pmatrix}1&1\\1&1\end{pmatrix}$ sends $(1,1)$ to $-d\,(1,1)$ and $(1,-1)$ to zero. The theorem states $VW=1$ and $H=V\,\mathrm{diag}(d/2,-d,0,d/2)\,W$, so the levels are $d/2$ for $\alpha\alpha$ and $\beta\beta$, $-d$ for $T_0$ and $0$ for $S_0$. The second part is `spectral` with $b=-d$, $c=0$, matched against `H_matrix`.

```lean
/-- Closed form of exp(zH) in the product basis for every complex z. -/
theorem propagator (d : ℝ) (z : ℂ) :
    NormedSpace.exp (z • H d) = flipFlop (Complex.exp (z * (d / 2)))
      ((Complex.exp (z * -d) + 1) / 2) ((Complex.exp (z * -d) - 1) / 2) := by
  obtain ⟨hVW, hH⟩ := H_diagonal d
  have hinv : V⁻¹ = W := inv_eq_right_inv hVW
  have hV : IsUnit V :=
    (Matrix.isUnit_iff_isUnit_det _).2 (Matrix.isUnit_det_of_right_inverse hVW)
  have h : z • H d = V * diagonal (z • ket ((d : ℂ) / 2) (-d) 0 (d / 2)) * V⁻¹ := by
    rw [diagonal_smul, Matrix.mul_smul, Matrix.smul_mul, hinv, ← hH]
  -- exponentiate the eigenvalues one by one
  have hD : NormedSpace.exp (z • ket ((d : ℂ) / 2) (-d) 0 (d / 2))
      = ket (Complex.exp (z * (d / 2))) (Complex.exp (z * -d)) 1 (Complex.exp (z * (d / 2))) := by
    funext p
    rw [Pi.coe_exp, ← Complex.exp_eq_exp_ℂ]
    obtain ⟨i, j⟩ := p
    fin_cases i <;> fin_cases j <;> simp [ket]
  rw [h, Matrix.exp_conj _ _ hV, Matrix.exp_diagonal, hinv, hD, spectral]
```

For every complex $z$, $e^{zH}=V\,\mathrm{diag}(e^{zd/2},e^{-zd},1,e^{zd/2})\,W$, and `spectral` writes this in the product basis with $a=e^{zd/2}$, $u=(e^{-zd}+1)/2$, $v=(e^{-zd}-1)/2$. Keeping $z$ general supplies both $z=-it$ and $z=it$ from one statement.

The last line is a recipe for any explicitly diagonalisable matrix. One supplies a right inverse, obtains `V⁻¹ = W` from `inv_eq_right_inv` and invertibility from the determinant, and then `Matrix.exp_conj` moves the exponential inside the similarity transformation while `Matrix.exp_diagonal` reduces it to scalar exponentials, evaluated in `hD`. Unitarity of `V` is never needed.

## The signal

```lean
set_option maxHeartbeats 400000 in
/-- The trace of Fx A Fx A' for two block operators is a (u' + v') + a' (u + v). -/
theorem trace_flipFlop (a u v a' u' v' : ℂ) :
    trace (Fx * flipFlop a u v * Fx * flipFlop a' u' v') = a * (u' + v') + a' * (u + v) := by
  have hF : Fx = Matrix.of (ket (ket 0 (1 / 2) (1 / 2) 0) (ket (1 / 2) 0 0 (1 / 2))
      (ket (1 / 2) 0 0 (1 / 2)) (ket 0 (1 / 2) (1 / 2) 0)) := by
    ext ⟨i, j⟩ ⟨k, l⟩
    fin_cases i <;> fin_cases j <;> fin_cases k <;> fin_cases l <;>
      simp [Fx, spinI, spinS, spin, ket]
  rw [hF]
  simp only [trace, diag, Matrix.mul_apply, Fintype.sum_prod_type, Fin.sum_univ_two]
  simp [flipFlop, ket]
  ring
```

An operator $A$ of the form `flipFlop a u v` has eigenvalue $a$ on $\alpha\alpha,\beta\beta$, $u+v$ on $T_0$ and $u-v$ on $S_0$; let $A'$ be a second one with primed parameters. Acting with $F_x$,
$$F_x\,\alpha\alpha=F_x\,\beta\beta=\tfrac12(\alpha\beta+\beta\alpha)=T_0/\sqrt2,\qquad F_xT_0=(\alpha\alpha+\beta\beta)/\sqrt2,\qquad F_xS_0=0 .$$
In this orthonormal basis, with eigenvalues $A_k$ and $A'_j$, the trace is $\sum_{jk}|(F_x)_{jk}|^2A_kA'_j$. The terms with $j=T_0$ and $k=\alpha\alpha,\beta\beta$ give $2\cdot\tfrac12\,a\,(u'+v')$, the reversed ones give $a'(u+v)$, and the singlet drops out. Lean stays in the product basis: `hF` writes out $F_x$, and the sums are expanded and closed by `ring`.

```lean
/-- The signal tr(Fx exp(-iHt) Fx exp(iHt)) of the dipolar pair equals 2 cos(3dt/2). -/
theorem fid (d t : ℝ) : signal d t = 2 * (Real.cos (3 * d * t / 2) : ℂ) := by
  rw [signal, propagator, propagator, trace_flipFlop]
  push_cast
  rw [Complex.two_cos]
  -- the phases of the levels d/2 and -d combine to the frequencies ∓3d/2
  have e1 : Complex.exp (-(Complex.I * t) * (d / 2)) * Complex.exp (Complex.I * t * -d)
      = Complex.exp (-(3 * d * t / 2) * Complex.I) := by
    rw [← Complex.exp_add]; congr 1; ring
  have e2 : Complex.exp (Complex.I * t * (d / 2)) * Complex.exp (-(Complex.I * t) * -d)
      = Complex.exp (3 * d * t / 2 * Complex.I) := by
    rw [← Complex.exp_add]; congr 1; ring
  linear_combination e1 + e2
```

With $A=e^{-iHt}$ and $A'=e^{iHt}$ one has $a=e^{-idt/2}$, $u+v=e^{idt}$, $a'=e^{idt/2}$, $u'+v'=e^{-idt}$, so
$$s(t)=e^{-3idt/2}+e^{3idt/2}=2\cos(3dt/2)$$
for all real $d$ and $t$, including $s(0)=2$. The equations `e1` and `e2` are these two products of phases, `Complex.two_cos` writes the cosine as a sum of exponentials, and `linear_combination e1 + e2` adds them. The gap $d/2-(-d)=3d/2$ is the $E_1-E_2$ of the two-level case. The signal consists of two lines at $\pm 3d/2$, a distance $|3d|$ apart.

```lean
/-- At polar angle θ the signal is 2 cos(Δ t/2), with Δ the splitting at that angle. -/
theorem fid_orientation (b θ t : ℝ) :
    signal (dipolar b (Real.cos θ)) t = 2 * (Real.cos (splitting b θ * t / 2) : ℂ) := by
  rw [fid, splitting]
```

Substituting $d=b(3\cos^2\theta-1)/2$ gives $s(t)=2\cos(\Delta(\theta)\,t/2)$ for one crystallite.

## Orientation dependence

```lean
/-- The splitting has derivative -9 b cos θ sin θ with respect to θ. -/
theorem splitting_deriv (b θ : ℝ) :
    HasDerivAt (splitting b) (-9 * b * Real.cos θ * Real.sin θ) θ := by
  have h := ((((((Real.hasDerivAt_cos θ).fun_pow 2).const_mul 3).sub_const 1).const_mul
    b).div_const 2).const_mul 3
  exact h.congr_deriv (by ring1)
```

From $\Delta=\tfrac32 b\,(3\cos^2\theta-1)$, the chain rule gives $d\Delta/d\theta=\tfrac32 b\cdot 6\cos\theta\,(-\sin\theta)=-9b\cos\theta\sin\theta$. The proof term builds the function from $\cos$ by squaring, multiplying by 3, subtracting 1, multiplying by $b$, halving and multiplying by 3, each step carrying its derivative along, and `congr_deriv` brings the result to the stated form.

```lean
/-- For b ≠ 0 and 0 < θ < π the splitting is stationary exactly at θ = π/2,
where its magnitude is 3|b|/2. -/
theorem pake_horn (b : ℝ) (hb : b ≠ 0) :
    (∀ θ ∈ Set.Ioo 0 Real.pi, deriv (splitting b) θ = 0 ↔ θ = Real.pi / 2) ∧
      |splitting b (Real.pi / 2)| = 3 * |b| / 2 := by
  constructor
  · rintro θ ⟨h0, h1⟩
    rw [(splitting_deriv b θ).deriv]
    have hs : Real.sin θ ≠ 0 := (Real.sin_pos_of_pos_of_lt_pi h0 h1).ne'
    have hp := Real.pi_pos
    constructor
    · intro h
      have hc : Real.cos θ = 0 := by
        by_contra hc
        exact mul_ne_zero (mul_ne_zero (mul_ne_zero (by norm_num) hb) hc) hs h
      exact Real.injOn_cos ⟨h0.le, h1.le⟩ ⟨by linarith, by linarith⟩
        (hc.trans Real.cos_pi_div_two.symm)
    · rintro rfl
      simp
  · have hs : splitting b (Real.pi / 2) = -(3 / 2 * b) := by
      rw [splitting, dipolar, Real.cos_pi_div_two]; ring
    rw [hs, abs_neg, abs_mul, abs_of_pos (by norm_num : (0 : ℝ) < 3 / 2)]
    ring
```

`Set.Ioo 0 Real.pi` is the open interval $0<\theta<\pi$. There $\sin\theta>0$, so for $b\neq0$ the derivative vanishes exactly when $\cos\theta=0$, and `Real.injOn_cos`, the injectivity of cosine on $[0,\pi]$, turns this into $\theta=\pi/2$. At that angle $\Delta=-3b/2$, of magnitude $3|b|/2$, which puts the two lines at $\pm3|b|/4$. For $b=0$ the splitting is constant and every angle is stationary. The endpoints $\theta=0,\pi$ are stationary as well by `splitting_deriv`, and the open interval leaves them out. Stationarity in $\theta$ is not by itself an accumulation of intensity: in the variable $x=\cos\theta$ the slope $d\Delta/dx=9bx$ vanishes at $x=0$ but not at $x=\pm1$. The accumulation at $\theta=\pi/2$ is quantified by the next theorem.

```lean
/-- For b ≠ 0 and 0 ≤ r ≤ 1, the values x = cos θ in [-1, 1] whose splitting lies within
(9|b|/2) r² of the splitting at θ = π/2 have Lebesgue measure 2r. -/
theorem horn_weight (b r : ℝ) (hb : b ≠ 0) (hr : 0 ≤ r) (hr1 : r ≤ 1) :
    MeasureTheory.volume {x : ℝ | x ∈ Set.Icc (-1 : ℝ) 1 ∧
      |3 * dipolar b x - splitting b (Real.pi / 2)| ≤ 9 * |b| / 2 * r ^ 2}
      = ENNReal.ofReal (2 * r) := by
  have hb' : 0 < 9 * |b| / 2 := by
    have := abs_pos.2 hb
    linarith
  -- the distance from the splitting at θ = π/2 is quadratic in x
  have key : ∀ x, |3 * dipolar b x - splitting b (Real.pi / 2)| = 9 * |b| / 2 * x ^ 2 := by
    intro x
    have h : 3 * dipolar b x - splitting b (Real.pi / 2) = b * (9 / 2 * x ^ 2) := by
      simp only [splitting, dipolar, Real.cos_pi_div_two]; ring
    rw [h, abs_mul, abs_of_nonneg (by positivity : (0 : ℝ) ≤ 9 / 2 * x ^ 2)]
    ring
  have hset : {x : ℝ | x ∈ Set.Icc (-1 : ℝ) 1 ∧
      |3 * dipolar b x - splitting b (Real.pi / 2)| ≤ 9 * |b| / 2 * r ^ 2} = Set.Icc (-r) r := by
    ext x
    simp only [Set.mem_ofPred_eq, Set.mem_Icc, key]
    constructor
    · rintro ⟨_, h⟩
      have h2 : x ^ 2 ≤ r ^ 2 := le_of_mul_le_mul_left h hb'
      exact abs_le_of_sq_le_sq' h2 hr
    · rintro ⟨h1, h2⟩
      have h3 : x ^ 2 ≤ r ^ 2 := by nlinarith
      exact ⟨⟨by linarith, by linarith⟩, mul_le_mul_of_nonneg_left h3 hb'.le⟩
  rw [hset, Real.volume_Icc]
  congr 1
  ring

end

end PakeDoublet
```

The Pake horn is the pile-up of powder intensity at the splitting $\Delta(\pi/2)=-3b/2$, and "the horn" below means that value. In the variable $x$ the distance of the splitting from it is exactly quadratic,
$$\left|\tfrac32b(3x^2-1)+\tfrac32b\right|=\tfrac92|b|\,x^2,$$
which is `key`. For $b\ne0$ the condition $\tfrac92|b|x^2\le\tfrac92|b|r^2$ is $x^2\le r^2$, and for $0\le r\le1$ the interval $[-r,r]$ lies inside $[-1,1]$; this is `hset`. `MeasureTheory.volume` is Lebesgue measure, with values in the extended non-negative reals, and `ENNReal.ofReal (2 * r)` is the length $2r$ in that type. In terms of the window $w=\tfrac92|b|r^2$, the measure is $2\sqrt{2w/(9|b|)}$.

The statement concerns length in $x$ and the signed splitting. Reading $r=2r/2$ as the fraction of crystallites relies on $\cos\theta$ being uniform on $[-1,1]$ in an isotropic powder, and neither that fact nor the complete Pake line shape with its shoulders is proved in the file. Orientations with $x^2=2/3$ also have $|\Delta|=3|b|/2$, with the opposite sign, and enter the set only once $r^2\ge2/3$.

```lean
#print axioms PakeDoublet.fid_orientation
-- 'PakeDoublet.fid_orientation' depends on axioms: [propext, Classical.choice, Quot.sound]
#print axioms PakeDoublet.pake_horn
-- 'PakeDoublet.pake_horn' depends on axioms: [propext, Classical.choice, Quot.sound]
#print axioms PakeDoublet.horn_weight
-- 'PakeDoublet.horn_weight' depends on axioms: [propext, Classical.choice, Quot.sound]
```

## Numbers and practice

Take $b=-2$ in some unit of angular frequency, with $t$ in the inverse unit. At $\theta=\pi/2$, $d=1$, the levels are $\tfrac12,\,-1,\,0,\,\tfrac12$, $\Delta=3$, and $s(t)=2\cos(3t/2)$ first vanishes at $t=\pi/3$. For $r=0.1$ the window is $w=9\cdot0.01=0.09$; at $x=0.1$ one finds $d=0.97$ and $\Delta=2.91$, on its edge. The splitting runs from $-6$ to $3$, so one hundredth of that range holds the measure $0.2$ out of $2$, one tenth of the total.

A numerical powder simulation of a static, isolated like-spin pair can follow the same steps: build $H$ from Kronecker products for each orientation, diagonalise it, take transition frequencies from eigenvalue differences and amplitudes from $|(F_x)_{jk}|^2$, and sum over points uniform in $\cos\theta$, or uniform in $\theta$ with weight $\sin\theta$. The closed form $2\cos(\Delta t/2)$ checks each orientation. In a histogram of $\Delta$ converged in the number of orientations, a bin of width $w\le 9|b|/2$ that has one edge at the horn and lies inside the range of splittings collects a fraction $\sqrt{2w/(9|b|)}$ of the total weight, so its height per unit frequency grows as $w^{-1/2}$ when the bin is narrowed.
